# Annihilating walkers under nonnegative spawning preserves the evolution of p − q and never raises a later population

## Populations, spawning and annihilation

Let there be finitely many sites, labelled $i, j$. A state $w=(p,q)$ consists of two real vectors: $p_i$ is the population of positive walkers on site $i$, and $q_i$ that of negative walkers. The signed population, or signal, is $s=p-q$, and the total population is $t=p+q$.

One time step replaces the state by

$$p' = Pp+Mq,\qquad q' = Mp+Pq .$$

The entry $P_{ij}$ is the rate at which walkers on site $j$ give walkers of the same sign on site $i$, and $M_{ij}$ is the rate for the opposite sign. Survival of the parent is counted in the diagonal of $P$.

Annihilation on a site $i$ subtracts $\min(p_i,q_i)$ from both $p_i$ and $q_i$. A schedule $A$ selects a set of sites $A_k$ for each time $k=0,1,2,\dots$. The sites in $A_0$ are annihilated in the initial state, and those in $A_k$ with $k\ge1$ directly after the $k$-th spawning step.

## Where two signs come from

Projecting onto a ground state in imaginary time means applying a matrix $T$ repeatedly, for example $T=1-\tau(H-E)$ with a real Hamiltonian matrix $H$, a sufficiently small time step $\tau$ and an energy shift $E$ near the ground-state energy. If $T$ has negative entries, its positive part can be taken as $P$ and the magnitude of its negative part as $M$, so that $T=P-M$ with both matrices entrywise nonnegative. The signal then follows $T$, while without annihilation the total population follows $P+M$ and can grow faster. In a random simulation the signal can then become a small difference of large, noisy populations, which is the sign problem. The model here has no noise and a fixed $T$; it describes the growth of the populations, not the statistical error.

## What is proved

Let $P$, $M$ and the initial populations be nonnegative. For every schedule, time $k$ and site $i$:

- the signal equals that of the evolution without annihilation;
- neither $p_i$ nor $q_i$ exceeds its value in that evolution.

This is `annihilation_harmless`. The stronger comparison `run_antitone` takes two schedules with $A_k\subseteq B_k$ at all times and shows that $B$ never has more walkers of either sign on any site. "Never more" compares two runs at the same time; each population may still grow in time.

In Lean, `Walkers n` is the pair of real vectors, with fields `pos` and `neg`. Nonnegativity is not built into this type, but enters as the hypothesis `w.Nonneg`. The conditions on the matrices are `hP` and `hM`. A schedule is a function `A : ℕ → n → Bool`, where `A k i = true` means $i\in A_k$. The state at time $k$ is `run P M A w k`, and `(spawn P M)^[k] w` is $k$ spawning steps with no annihilation.

The populations are real numbers and the update is deterministic. Random spawning, integer walkers and a shift adjusted during the run lie beyond this model, and no general order is proved between the populations under two schedules of which neither contains the other.

## Derivation

**The signal.** Annihilation removes the same number from $p_i$ and $q_i$, so $p_i-q_i$ stays fixed. Spawning gives

$$p'-q' = Pp+Mq-Mp-Pq=(P-M)(p-q).$$

Hence $s^{(k)}=(P-M)^k s^{(0)}$ for every schedule. No sign condition is needed here.

**Nonnegativity.** Sums of products of nonnegative numbers are nonnegative, so spawning preserves nonnegative populations. So does annihilation, because $\min(p_i,q_i)$ exceeds neither $p_i$ nor $q_i$.

**Order under annihilation.** Let $v=(x,y)$ and $w=(p,q)$ have the same signal, with $x_i\le p_i$, $y_i\le q_i$ and $w$ nonnegative. Annihilate $v$ on the sites in $B$ and $w$ on those in $A\subseteq B$. Put $d=x_i-y_i=p_i-q_i$. An annihilated pair becomes $(\max(d,0),\max(-d,0))$, which leaves three cases:

- If $i\in A$, both pairs take this same value.
- If $i\in B$ but $i\notin A$, only $v$ changes. Since $p_i\ge0$ and $p_i=d+q_i\ge d$, we have $\max(d,0)\le p_i$. Likewise $q_i\ge0$ and $q_i=p_i-d\ge-d$ give $\max(-d,0)\le q_i$.
- If $i\notin B$, nothing changes.

The order survives in each case.

**Order under spawning.** If $x_j\le p_j$ and $y_j\le q_j$ for all $j$, then

$$\sum_j (P_{ij}x_j+M_{ij}y_j)\le\sum_j (P_{ij}p_j+M_{ij}q_j),$$

and the same holds with $P$ and $M$ exchanged.

**Induction.** Both runs start from the same state, so the order holds after the annihilation at time 0. If it holds at time $k$, it holds after the next spawning step. The two signals are then still equal, so it also holds after the next annihilation. Taking $A$ empty gives the comparison with the unannihilated evolution.

**Total populations.** Without annihilation, adding the two update equations gives $t'=(P+M)t$, hence $t^{(k)}=(P+M)^kt^{(0)}$. On an annihilated site,

$$p_i+q_i-2\min(p_i,q_i)=|p_i-q_i|,$$

so the total there is $|((P-M)^ks^{(0)})_i|$. For uncoupled sites, $P=a\mathbb 1$ and $M=b\mathbb 1$, annihilation everywhere at every step gives $|a-b|^k|s_i^{(0)}|$, against $(a+b)^kt_i^{(0)}$ without it.

## Two sites worked by hand

Take

$$P=\begin{pmatrix}1&0\\0&1\end{pmatrix},\quad M=\begin{pmatrix}0&1\\1&0\end{pmatrix},\quad p=(2,1),\quad q=(0,0).$$

The first step gives $p=(2,1)$ and $q=(1,2)$. The second step depends on what is annihilated at time 1:

| annihilated at time 1 | state after annihilation | state after the second spawning step |
|---|---|---|
| no site | $p=(2,1),\ q=(1,2)$ | $p=(4,2),\ q=(2,4)$ |
| site 1 | $p=(1,1),\ q=(0,2)$ | $p=(3,1),\ q=(1,3)$ |
| both sites | $p=(1,0),\ q=(0,1)$ | $p=(2,0),\ q=(0,2)$ |

The final signal is $(2,-2)$ in every row, while the total on each site falls from 6 to 4 to 2. Annihilating on site 1 alone also lowers the later populations on site 2.

## The Lean file

```lean
import Mathlib

open Matrix

namespace WalkerAnnihilation

noncomputable section

/-- Populations of positive and negative walkers on the sites `n`. -/
@[ext] structure Walkers (n : Type*) where
  pos : n → ℝ
  neg : n → ℝ

variable {n : Type*}

/-- The signed population `p - q` on each site. -/
def signal (w : Walkers n) : n → ℝ := w.pos - w.neg

/-- The total population `p + q` on each site. -/
def total (w : Walkers n) : n → ℝ := w.pos + w.neg

/-- Both populations are nonnegative on every site. -/
def Walkers.Nonneg (w : Walkers n) : Prop := ∀ i, 0 ≤ w.pos i ∧ 0 ≤ w.neg i

/-- On each site selected by `A`, remove `min (p i) (q i)` walkers of each sign. -/
def annihilate (A : n → Bool) (w : Walkers n) : Walkers n where
  pos := fun i => if A i = true then w.pos i - min (w.pos i) (w.neg i) else w.pos i
  neg := fun i => if A i = true then w.neg i - min (w.pos i) (w.neg i) else w.neg i

/-- Annihilation leaves the signed population unchanged. -/
theorem annihilate_signal (A : n → Bool) (w : Walkers n) :
    signal (annihilate A w) = signal w := by
  funext i
  simp only [signal, annihilate, Pi.sub_apply]
  split_ifs <;> ring

/-- Take two states with equal signed populations, the larger one nonnegative. Annihilating the
smaller one at least wherever the larger one is annihilated keeps their order. -/
theorem annihilate_le {A B : n → Bool} (hAB : ∀ i, A i = true → B i = true)
    {v w : Walkers n} (hs : signal v = signal w) (hw : w.Nonneg)
    (hvw : ∀ i, v.pos i ≤ w.pos i ∧ v.neg i ≤ w.neg i) (i : n) :
    (annihilate B v).pos i ≤ (annihilate A w).pos i ∧
      (annihilate B v).neg i ≤ (annihilate A w).neg i := by
  have hd : v.pos i - v.neg i = w.pos i - w.neg i := congrFun hs i
  obtain ⟨n1, n2⟩ := hw i
  by_cases hB : B i = true
  · by_cases hA : A i = true
    · simp only [annihilate, if_pos hA, if_pos hB, min_def]
      constructor <;> split_ifs <;> linarith
    · -- the annihilated pair is the smallest nonnegative pair with this difference
      simp only [annihilate, if_pos hB, if_neg hA, min_def]
      constructor <;> split_ifs <;> linarith
  · have hA : ¬ A i = true := fun h => hB (hAB i h)
    simp only [annihilate, if_neg hA, if_neg hB]
    exact hvw i

variable [Fintype n]

/-- One time step: `P` creates walkers of the parent's sign, `M` walkers of the opposite sign. -/
def spawn (P M : Matrix n n ℝ) (w : Walkers n) : Walkers n where
  pos := P *ᵥ w.pos + M *ᵥ w.neg
  neg := M *ᵥ w.pos + P *ᵥ w.neg

/-- The state at each time when the sites selected by `A k` are annihilated at time `k`. -/
def run (P M : Matrix n n ℝ) (A : ℕ → n → Bool) (w : Walkers n) : ℕ → Walkers n
  | 0 => annihilate (A 0) w
  | k + 1 => annihilate (A (k + 1)) (spawn P M (run P M A w k))

/-- A matrix with nonnegative entries preserves the sitewise order of populations. -/
theorem mulVec_mono {P : Matrix n n ℝ} (hP : ∀ i j, 0 ≤ P i j) {x y : n → ℝ}
    (h : ∀ j, x j ≤ y j) (i : n) : (P *ᵥ x) i ≤ (P *ᵥ y) i := by
  simp only [Matrix.mulVec, dotProduct]
  exact Finset.sum_le_sum fun j _ => mul_le_mul_of_nonneg_left (h j) (hP i j)

/-- With nonnegative `P` and `M`, nonnegative initial populations stay nonnegative under any
annihilation schedule. -/
theorem run_nonneg {P M : Matrix n n ℝ} (hP : ∀ i j, 0 ≤ P i j) (hM : ∀ i j, 0 ≤ M i j)
    (A : ℕ → n → Bool) {w : Walkers n} (hw : w.Nonneg) (k : ℕ) :
    (run P M A w k).Nonneg ∧ (spawn P M (run P M A w k)).Nonneg := by
  have hann : ∀ (B : n → Bool) (v : Walkers n), v.Nonneg → (annihilate B v).Nonneg := by
    intro B v hv i
    simp only [annihilate]
    split_ifs
    · exact ⟨sub_nonneg.2 (min_le_left _ _), sub_nonneg.2 (min_le_right _ _)⟩
    · exact hv i
  have hmul : ∀ Q : Matrix n n ℝ, (∀ i j, 0 ≤ Q i j) → ∀ x : n → ℝ, (∀ j, 0 ≤ x j) →
      ∀ i, 0 ≤ (Q *ᵥ x) i := by
    intro Q hQ x hx i
    simp only [Matrix.mulVec, dotProduct]
    exact Finset.sum_nonneg fun j _ => mul_nonneg (hQ i j) (hx j)
  have hsp : ∀ v : Walkers n, v.Nonneg → (spawn P M v).Nonneg := fun v hv i =>
    ⟨add_nonneg (hmul P hP _ (fun j => (hv j).1) i) (hmul M hM _ (fun j => (hv j).2) i),
      add_nonneg (hmul M hM _ (fun j => (hv j).1) i) (hmul P hP _ (fun j => (hv j).2) i)⟩
  induction k with
  | zero => exact ⟨hann _ _ hw, hsp _ (hann _ _ hw)⟩
  | succ k ih => exact ⟨hann _ _ ih.2, hsp _ (hann _ _ ih.2)⟩

variable [DecidableEq n]

/-- Under every annihilation schedule the signed population evolves by powers of `P - M`. -/
theorem run_signal (P M : Matrix n n ℝ) (A : ℕ → n → Bool) (w : Walkers n) (k : ℕ) :
    signal (run P M A w k) = (P - M) ^ k *ᵥ signal w := by
  induction k with
  | zero => simp [run, annihilate_signal]
  | succ k ih =>
    have hs : ∀ v : Walkers n, signal (spawn P M v) = (P - M) *ᵥ signal v := by
      intro v
      simp only [signal, spawn, Matrix.sub_mulVec, Matrix.mulVec_sub]
      abel
    rw [run, annihilate_signal, hs, ih, Matrix.mulVec_mulVec, ← pow_succ']

/-- For nonnegative `P`, `M` and initial populations, a schedule `B` that annihilates wherever
`A` does never has more walkers of either sign, on any site at any time. -/
theorem run_antitone {P M : Matrix n n ℝ} (hP : ∀ i j, 0 ≤ P i j) (hM : ∀ i j, 0 ≤ M i j)
    {A B : ℕ → n → Bool} (hAB : ∀ k i, A k i = true → B k i = true)
    {w : Walkers n} (hw : w.Nonneg) (k : ℕ) :
    ∀ i, (run P M B w k).pos i ≤ (run P M A w k).pos i ∧
      (run P M B w k).neg i ≤ (run P M A w k).neg i := by
  induction k with
  | zero => exact annihilate_le (hAB 0) rfl hw fun i => ⟨le_rfl, le_rfl⟩
  | succ k ih =>
    -- the two runs carry the same signal before the next annihilation
    have hs : signal (spawn P M (run P M B w k)) = signal (spawn P M (run P M A w k)) := by
      rw [← annihilate_signal (B (k + 1)), ← annihilate_signal (A (k + 1)) (spawn P M _)]
      exact (run_signal P M B w (k + 1)).trans (run_signal P M A w (k + 1)).symm
    exact annihilate_le (hAB (k + 1)) hs (run_nonneg hP hM A hw k).2 fun i =>
      ⟨add_le_add (mulVec_mono hP (fun j => (ih j).1) i) (mulVec_mono hM (fun j => (ih j).2) i),
        add_le_add (mulVec_mono hM (fun j => (ih j).1) i) (mulVec_mono hP (fun j => (ih j).2) i)⟩

/-- For nonnegative `P`, `M` and initial populations, annihilation at any chosen times and sites
gives the same `p - q` as the evolution without annihilation, and no larger site population. -/
theorem annihilation_harmless {P M : Matrix n n ℝ} (hP : ∀ i j, 0 ≤ P i j)
    (hM : ∀ i j, 0 ≤ M i j) (A : ℕ → n → Bool) {w : Walkers n} (hw : w.Nonneg) (k : ℕ) :
    signal (run P M A w k) = signal ((spawn P M)^[k] w) ∧
      ∀ i, (run P M A w k).pos i ≤ ((spawn P M)^[k] w).pos i ∧
        (run P M A w k).neg i ≤ ((spawn P M)^[k] w).neg i := by
  -- the empty schedule is the plain iteration
  have h0 : run P M (fun _ _ => false) w k = (spawn P M)^[k] w := by
    induction k with
    | zero => simp [run, annihilate]
    | succ k ih =>
      rw [Function.iterate_succ_apply', ← ih]
      simp [run, annihilate]
  rw [← h0]
  exact ⟨by rw [run_signal, run_signal], run_antitone hP hM (by simp) hw k⟩

/-- Without annihilation the total population evolves by powers of `P + M`. -/
theorem total_iterate (P M : Matrix n n ℝ) (w : Walkers n) (k : ℕ) :
    total ((spawn P M)^[k] w) = (P + M) ^ k *ᵥ total w := by
  induction k with
  | zero => simp
  | succ k ih =>
    have ht : ∀ v : Walkers n, total (spawn P M v) = (P + M) *ᵥ total v := by
      intro v
      simp only [total, spawn, Matrix.add_mulVec, Matrix.mulVec_add]
      abel
    rw [Function.iterate_succ_apply', ht, ih, Matrix.mulVec_mulVec, ← pow_succ']

/-- On a site annihilated at time `k`, the total population at that time is the magnitude of
the signed population evolved by `P - M`. -/
theorem total_run (P M : Matrix n n ℝ) (A : ℕ → n → Bool) (w : Walkers n) (k : ℕ) (i : n)
    (h : A k i = true) : total (run P M A w k) i = |((P - M) ^ k *ᵥ signal w) i| := by
  have ha : ∀ (B : n → Bool) (v : Walkers n), B i = true →
      total (annihilate B v) i = |signal v i| := by
    intro B v hB
    simp only [total, signal, annihilate, Pi.add_apply, Pi.sub_apply, if_pos hB]
    rcases le_total (v.pos i) (v.neg i) with a | a
    · rw [min_eq_left a, abs_of_nonpos (by linarith)]
      ring
    · rw [min_eq_right a, abs_of_nonneg (by linarith)]
      ring
  rw [← run_signal P M A w k]
  cases k <;> (rw [run, annihilate_signal]; exact ha _ _ h)

/-- On uncoupled sites with same-sign rate `a` and opposite-sign rate `b`, the total population
scales as `|a - b| ^ k` with annihilation everywhere and as `(a + b) ^ k` without it. -/
theorem uncoupled_sites (a b : ℝ) (w : Walkers n) (k : ℕ) (i : n) :
    total (run (a • (1 : Matrix n n ℝ)) (b • 1) (fun _ _ => true) w k) i
        = |a - b| ^ k * |signal w i| ∧
      total ((spawn (a • (1 : Matrix n n ℝ)) (b • 1))^[k] w) i = (a + b) ^ k * total w i := by
  constructor
  · rw [total_run _ _ _ _ _ _ rfl, ← sub_smul, smul_pow, one_pow]
    simp [Matrix.smul_mulVec, abs_mul, abs_pow]
  · rw [total_iterate, ← add_smul, smul_pow, one_pow]
    simp [Matrix.smul_mulVec]

end

end WalkerAnnihilation
```

```lean
#print axioms WalkerAnnihilation.annihilation_harmless
#print axioms WalkerAnnihilation.uncoupled_sites
```

```
'WalkerAnnihilation.annihilation_harmless' depends on axioms: [propext, Classical.choice, Quot.sound]
'WalkerAnnihilation.uncoupled_sites' depends on axioms: [propext, Classical.choice, Quot.sound]
```

## How the lemmas fit together

`annihilate_signal` and `run_signal` give the law for the signal. In the induction step of `run_signal`, the local statement `hs` is the identity $s'=(P-M)s$, and `pow_succ'` collects the extra factor into the power.

`annihilate_le` is the order argument on a single site. The `by_cases` steps separate the three cases above. In the two cases with $i\in B$, `min_def` with `split_ifs` resolves each minimum, and `linarith` closes the resulting linear inequalities from the common difference `hd` and the nonnegativity of `w`. For $i\notin B$ the assumed order `hvw` is the claim itself. The smaller state needs no nonnegativity hypothesis.

`mulVec_mono` is the order argument for one matrix. `run_nonneg` proves nonnegativity both at time $k$ and after the following spawning step; the second part is what the next annihilation requires.

`run_antitone` combines these in an induction on `k`. Its `hs` shows that the two runs have equal signals just before annihilation: `annihilate_signal` is used backwards to turn each side into the signal at time $k+1$, and `run_signal` gives the same value for both.

For `annihilation_harmless`, the local statement `h0` identifies the schedule that is `false` everywhere with plain iteration. The signals then agree by `run_signal`, and the inequalities are `run_antitone` with the empty schedule as the smaller one.

`total_iterate` repeats the signal induction with $P+M$. `total_run` splits on which of $p_i$, $q_i$ is smaller to obtain $|p_i-q_i|$, and then inserts `run_signal`. `uncoupled_sites` specialises both to multiples of the identity, whose powers reduce to powers of the numbers $a-b$ and $a+b$.
